# Damping inactive amplitudes by fixed factors in [0, 1) and rescaling the active one to keep norm 1 drives a nonzero active population to 1 at unchanged phase

## Does damp-and-rescale collapse the state onto the active surface?

If the decoherence step in my surface-hopping code could let the norm drift, lower the population of the surface I am on, or rotate its amplitude, the hopping probabilities built from those amplitudes could be wrong. At the moment I only assume that it does none of this. I have amplitudes $c_j$ on finitely many electronic states with $\sum_j |c_j|^2 = 1$, and an active state $k$ with $c_k \neq 0$. In each step I multiply every inactive $c_j$ by a fixed real $r_j \in [0,1)$ and multiply $c_k$ by a positive number that restores norm 1. I believe that $|c_k|^2$ never decreases, tends to 1, and that the phase of $c_k$ stays put. Can this be made rigorous and machine-checked, and does it survive when the $r_j$ change from step to step?

## Yes for fixed factors, and for changing factors a common bound below 1 is enough

Write $A = |c_k|^2$ for the active population, $Q = \sum_{j\neq k}|c_j|^2$ for the inactive one, and $P = A + Q$ for the total. One step sends $c$ to $c'$ with
$$c'_j = r_j c_j \;\;(j \neq k), \qquad c'_k = \sigma c_k, \qquad \sigma = \sqrt{\frac{1-Q'}{A}}, \qquad Q' = \sum_{j\neq k} r_j^2 |c_j|^2 .$$

If $0 \le r_j \le q$ for all $j \neq k$, then $r_j^2 \le q^2$ term by term, so $Q' \le q^2 Q$.

Take $q = 1$, $P = 1$ and $c_k \neq 0$. Then $1 - Q' \ge 1 - Q = A > 0$, so $\sigma \ge 1$. The new active population is $A' = \sigma^2 A = 1 - Q'$, which gives $P' = A' + Q' = 1$ and $A' \ge A$. Any $s > 0$ with $s^2 A + Q' = 1$ has $s^2 = (1-Q')/A$, hence $s = \sigma$, so the positive factor of your question is this one.

Now iterate: $c(0) = c$, and $c(t+1)$ is the step applied to $c(t)$ with factors $r_j(t) \in [0,1]$ and rescaling factor $\sigma(t)$. By induction $P(t) = 1$ and $c_k(t) = s(t)\,c_k$, where $s(0) = 1$ and $s(t+1) = \sigma(t)s(t) \ge 1$. Therefore $c_k(t) \neq 0$, its phase is that of $c_k$, and $A(t+1) \ge A(t)$.

If all $r_j(t) \le q \le 1$, a second induction gives $Q(t) \le (q^2)^t Q(0)$. With $Q(t) = 1 - A(t)$ this reads
$$1 - (q^2)^t\,(1 - |c_k|^2) \;\le\; A(t) \;\le\; 1 .$$
For $0 \le q < 1$ the left side tends to 1, so $A(t) \to 1$. Since $c_k(t) = |c_k(t)|\, c_k/|c_k|$, the amplitude tends to the unit phase factor $c_k/|c_k|$. For fixed factors, $q$ is the largest inactive $r_j$, or 0 if there is only one state, and it lies below 1 because there are finitely many states.

If some inactive $j$ has $r_j(t) = 1$ at every step, then $c_j(t) = c_j$, so $Q(t) \ge |c_j|^2$ and $A(t) \le 1 - |c_j|^2$.

```lean
import Mathlib

open Finset Filter Topology

namespace SurfaceHoppingDecoherence

noncomputable section

variable {n : Type*} [Fintype n] [DecidableEq n]

/-- Total electronic population `∑ |c_j|²`. -/
def totalPop (c : n → ℂ) : ℝ := ∑ j, ‖c j‖ ^ 2

/-- Population of all states other than the active state `k`. -/
def inactivePop (k : n) (c : n → ℂ) : ℝ := ∑ j ∈ univ.erase k, ‖c j‖ ^ 2

/-- Amplitudes multiplied by real damping factors `r_j`. -/
def damp (r : n → ℝ) (c : n → ℂ) : n → ℂ := fun j => (r j : ℂ) * c j

/-- Factor applied to the active amplitude, `√((1 - ∑_{j≠k} |r_j c_j|²) / |c_k|²)`. -/
def rescale (k : n) (r : n → ℝ) (c : n → ℂ) : ℝ :=
  Real.sqrt ((1 - inactivePop k (damp r c)) / ‖c k‖ ^ 2)

/-- One decoherence step: inactive amplitudes are damped, the active one is rescaled. -/
def step (k : n) (r : n → ℝ) (c : n → ℂ) : n → ℂ :=
  fun j => if j = k then (rescale k r c : ℂ) * c k else damp r c j

/-- Amplitudes after `t` decoherence steps, with damping factors `r t` at step `t`. -/
def traj (k : n) (r : ℕ → n → ℝ) (c : n → ℂ) : ℕ → n → ℂ
  | 0 => c
  | t + 1 => step k (r t) (traj k r c t)

/-- The total population is the active plus the inactive population. -/
theorem totalPop_split (k : n) (c : n → ℂ) :
    totalPop c = ‖c k‖ ^ 2 + inactivePop k c :=
  (Finset.add_sum_erase univ (fun j => ‖c j‖ ^ 2) (Finset.mem_univ k)).symm

/-- After one step the inactive population is that of the damped amplitudes, and for factors
in `[0, q]` it is at most `q²` times the previous one. -/
theorem inactivePop_step {k : n} {r : n → ℝ} {q : ℝ} (c : n → ℂ)
    (hr : ∀ j, j ≠ k → 0 ≤ r j ∧ r j ≤ q) :
    inactivePop k (step k r c) = inactivePop k (damp r c) ∧
      inactivePop k (damp r c) ≤ q ^ 2 * inactivePop k c := by
  constructor
  · unfold inactivePop
    refine Finset.sum_congr rfl fun j hj => ?_
    simp only [step, if_neg (Finset.ne_of_mem_erase hj)]
  · unfold inactivePop
    rw [Finset.mul_sum]
    refine Finset.sum_le_sum fun j hj => ?_
    obtain ⟨h0, h1⟩ := hr j (Finset.ne_of_mem_erase hj)
    simp only [damp, norm_mul, Complex.norm_real, Real.norm_eq_abs, mul_pow, sq_abs]
    exact mul_le_mul_of_nonneg_right (pow_le_pow_left₀ h0 h1 2) (sq_nonneg _)

/-- For a normalised state with `c_k ≠ 0` and factors in `[0, 1]`, the rescaling factor is at
least 1, the step keeps the norm 1 and the active population does not decrease. -/
theorem step_spec {k : n} {r : n → ℝ} {c : n → ℂ} (hc : totalPop c = 1) (hk : c k ≠ 0)
    (hr : ∀ j, j ≠ k → 0 ≤ r j ∧ r j ≤ 1) :
    1 ≤ rescale k r c ∧ totalPop (step k r c) = 1 ∧ ‖c k‖ ^ 2 ≤ ‖step k r c k‖ ^ 2 := by
  obtain ⟨he, hle⟩ := inactivePop_step c hr
  have hs := totalPop_split k c
  have hpos : 0 < ‖c k‖ ^ 2 := pow_pos (norm_pos_iff.mpr hk) 2
  -- the population left for the active state is at least the old one
  have h1 : 1 ≤ (1 - inactivePop k (damp r c)) / ‖c k‖ ^ 2 := by
    rw [le_div_iff₀ hpos]
    linarith
  have hsq : rescale k r c ^ 2 * ‖c k‖ ^ 2 = 1 - inactivePop k (damp r c) := by
    unfold rescale
    rw [Real.sq_sqrt (le_trans zero_le_one h1), div_mul_cancel₀ _ hpos.ne']
  have hkk : step k r c k = (rescale k r c : ℂ) * c k := by simp [step]
  have hact : ‖step k r c k‖ ^ 2 = 1 - inactivePop k (damp r c) := by
    rw [hkk, ← hsq]
    simp only [norm_mul, Complex.norm_real, Real.norm_eq_abs, mul_pow, sq_abs]
  refine ⟨?_, ?_, by linarith⟩
  · have := Real.sqrt_le_sqrt h1
    rwa [Real.sqrt_one] at this
  · rw [totalPop_split k, hact, he]
    ring

/-- Any positive factor `s` on `c_k ≠ 0` that restores norm 1 after damping equals `rescale`. -/
theorem rescale_unique {k : n} {r : n → ℝ} {c : n → ℂ} {s : ℝ} (hk : c k ≠ 0) (hs : 0 < s)
    (h : ‖(s : ℂ) * c k‖ ^ 2 + inactivePop k (damp r c) = 1) : s = rescale k r c := by
  have hpos : 0 < ‖c k‖ ^ 2 := pow_pos (norm_pos_iff.mpr hk) 2
  simp only [norm_mul, Complex.norm_real, Real.norm_eq_abs, mul_pow, sq_abs] at h
  have h2 : (1 - inactivePop k (damp r c)) / ‖c k‖ ^ 2 = s ^ 2 := by
    rw [div_eq_iff hpos.ne']
    linarith
  rw [rescale, h2, Real.sqrt_sq hs.le]

/-- For a normalised start with `c_k ≠ 0` and factors in `[0, 1]`, the state stays normalised, `c_k`
stays nonzero, the active amplitude is the initial one times a real number `s ≥ 1`, and the active
population never decreases. -/
theorem traj_invariants {k : n} {r : ℕ → n → ℝ} {c : n → ℂ} (hc : totalPop c = 1)
    (hk : c k ≠ 0) (hr : ∀ t j, j ≠ k → 0 ≤ r t j ∧ r t j ≤ 1) :
    (∀ t, totalPop (traj k r c t) = 1 ∧ traj k r c t k ≠ 0 ∧
      ∃ s : ℝ, 1 ≤ s ∧ traj k r c t k = (s : ℂ) * c k) ∧
    Monotone fun t => ‖traj k r c t k‖ ^ 2 := by
  have H : ∀ t, totalPop (traj k r c t) = 1 ∧ traj k r c t k ≠ 0 ∧
      ∃ s : ℝ, 1 ≤ s ∧ traj k r c t k = (s : ℂ) * c k := by
    intro t
    induction t with
    | zero => exact ⟨hc, hk, 1, le_rfl, by simp [traj]⟩
    | succ t ih =>
      obtain ⟨h1, h2, s, hs, hse⟩ := ih
      obtain ⟨a, b, -⟩ := step_spec h1 h2 (hr t)
      have hkk : traj k r c (t + 1) k
          = (rescale k (r t) (traj k r c t) : ℂ) * traj k r c t k := by simp [traj, step]
      have hne : rescale k (r t) (traj k r c t) ≠ 0 := (lt_of_lt_of_le one_pos a).ne'
      refine ⟨b, ?_, rescale k (r t) (traj k r c t) * s, by nlinarith, ?_⟩
      · rw [hkk]
        exact mul_ne_zero (Complex.ofReal_ne_zero.mpr hne) h2
      · rw [hkk, hse, Complex.ofReal_mul, mul_assoc]
  exact ⟨H, monotone_nat_of_le_succ fun t => (step_spec (H t).1 (H t).2.1 (hr t)).2.2⟩

/-- For a normalised start with `c_k ≠ 0` and factors in `[0, q]` with `q ≤ 1`, the population
missing from the active state after `t` steps is at most `(q²)^t` times its initial value. -/
theorem deficit_le {k : n} {r : ℕ → n → ℝ} {c : n → ℂ} {q : ℝ} (hc : totalPop c = 1)
    (hk : c k ≠ 0) (hq : q ≤ 1) (hr : ∀ t j, j ≠ k → 0 ≤ r t j ∧ r t j ≤ q) (t : ℕ) :
    1 - ‖traj k r c t k‖ ^ 2 ≤ (q ^ 2) ^ t * (1 - ‖c k‖ ^ 2) := by
  have H : ∀ t, inactivePop k (traj k r c t) ≤ (q ^ 2) ^ t * inactivePop k c := by
    intro t
    induction t with
    | zero => simp [traj]
    | succ t ih =>
      obtain ⟨he, hle⟩ := inactivePop_step (traj k r c t) (hr t)
      calc inactivePop k (traj k r c (t + 1))
          ≤ q ^ 2 * inactivePop k (traj k r c t) := he.trans_le hle
        _ ≤ q ^ 2 * ((q ^ 2) ^ t * inactivePop k c) :=
            mul_le_mul_of_nonneg_left ih (sq_nonneg q)
        _ = (q ^ 2) ^ (t + 1) * inactivePop k c := by ring
  have h1 := ((traj_invariants hc hk
    fun t j hj => ⟨(hr t j hj).1, (hr t j hj).2.trans hq⟩).1 t).1
  have h2 := totalPop_split k (traj k r c t)
  have h3 : 1 - ‖c k‖ ^ 2 = inactivePop k c := by linarith [totalPop_split k c]
  rw [h3]
  linarith [H t]

/-- With all damping factors in `[0, q]`, `q < 1`, the state stays normalised, the active
population never decreases and tends to 1, and `c_k` stays nonzero with its initial phase. -/
theorem decoherence_collapse {k : n} {r : ℕ → n → ℝ} {c : n → ℂ} {q : ℝ}
    (hc : totalPop c = 1) (hk : c k ≠ 0) (hq0 : 0 ≤ q) (hq : q < 1)
    (hr : ∀ t j, j ≠ k → 0 ≤ r t j ∧ r t j ≤ q) :
    (∀ t, totalPop (traj k r c t) = 1) ∧ (Monotone fun t => ‖traj k r c t k‖ ^ 2) ∧
    Tendsto (fun t => ‖traj k r c t k‖ ^ 2) atTop (𝓝 1) ∧
    ∀ t, traj k r c t k ≠ 0 ∧ (traj k r c t k).arg = (c k).arg := by
  obtain ⟨H, hm⟩ := traj_invariants hc hk
    fun t j hj => ⟨(hr t j hj).1, (hr t j hj).2.trans hq.le⟩
  refine ⟨fun t => (H t).1, hm, ?_, fun t => ⟨(H t).2.1, ?_⟩⟩
  · -- squeeze between the geometric lower bound and 1
    have hg := tendsto_pow_atTop_nhds_zero_of_lt_one (sq_nonneg q) (by nlinarith)
    have hlow := (hg.mul_const (1 - ‖c k‖ ^ 2)).const_sub 1
    rw [zero_mul, sub_zero] at hlow
    refine tendsto_of_tendsto_of_tendsto_of_le_of_le hlow tendsto_const_nhds
      (fun t => ?_) (fun t => ?_)
    · show 1 - (q ^ 2) ^ t * (1 - ‖c k‖ ^ 2) ≤ ‖traj k r c t k‖ ^ 2
      linarith [deficit_le hc hk hq.le hr t]
    · show ‖traj k r c t k‖ ^ 2 ≤ 1
      have h0 : 0 ≤ inactivePop k (traj k r c t) := Finset.sum_nonneg fun _ _ => sq_nonneg _
      linarith [totalPop_split k (traj k r c t), (H t).1]
  · obtain ⟨s, hs, hse⟩ := (H t).2.2
    rw [hse, Complex.arg_real_mul _ (lt_of_lt_of_le one_pos hs)]

/-- The same conclusions for fixed damping factors `r_j ∈ [0, 1)` used at every step. -/
theorem decoherence_collapse_fixed {k : n} {r : n → ℝ} {c : n → ℂ}
    (hc : totalPop c = 1) (hk : c k ≠ 0) (hr : ∀ j, j ≠ k → 0 ≤ r j ∧ r j < 1) :
    (∀ t, totalPop (traj k (fun _ => r) c t) = 1) ∧
    (Monotone fun t => ‖traj k (fun _ => r) c t k‖ ^ 2) ∧
    Tendsto (fun t => ‖traj k (fun _ => r) c t k‖ ^ 2) atTop (𝓝 1) ∧
    ∀ t, traj k (fun _ => r) c t k ≠ 0 ∧ (traj k (fun _ => r) c t k).arg = (c k).arg := by
  -- the largest inactive factor is a uniform bound below 1
  obtain ⟨m, -, hm⟩ := Finset.exists_max_image univ (fun j => if j = k then 0 else r j)
    ⟨k, Finset.mem_univ k⟩
  refine decoherence_collapse (q := if m = k then 0 else r m) hc hk ?_ ?_ fun _ j hj => ?_
  · split_ifs with h
    exacts [le_rfl, (hr m h).1]
  · split_ifs with h
    exacts [one_pos, (hr m h).2]
  · have h := hm j (Finset.mem_univ j)
    simp only [if_neg hj] at h
    exact ⟨(hr j hj).1, h⟩

/-- For a normalised start with `c_k ≠ 0` and factors in `[0, q]`, `0 ≤ q < 1`, the active amplitude
tends to `c_k / |c_k|`. -/
theorem active_amplitude_limit {k : n} {r : ℕ → n → ℝ} {c : n → ℂ} {q : ℝ}
    (hc : totalPop c = 1) (hk : c k ≠ 0) (hq0 : 0 ≤ q) (hq : q < 1)
    (hr : ∀ t j, j ≠ k → 0 ≤ r t j ∧ r t j ≤ q) :
    Tendsto (fun t => traj k r c t k) atTop (𝓝 (c k / (‖c k‖ : ℂ))) := by
  have hn := (decoherence_collapse hc hk hq0 hq hr).2.2.1.sqrt
  simp only [Real.sqrt_sq (norm_nonneg _), Real.sqrt_one] at hn
  have h2 := ((Complex.continuous_ofReal.tendsto 1).comp hn).mul_const (c k / (‖c k‖ : ℂ))
  rw [Complex.ofReal_one, one_mul] at h2
  refine h2.congr fun t => ?_
  obtain ⟨s, hs, hse⟩ := ((traj_invariants hc hk
    fun t j hj => ⟨(hr t j hj).1, (hr t j hj).2.trans hq.le⟩).1 t).2.2
  have hne : (‖c k‖ : ℂ) ≠ 0 := Complex.ofReal_ne_zero.mpr (norm_ne_zero_iff.mpr hk)
  show ((‖traj k r c t k‖ : ℝ) : ℂ) * (c k / (‖c k‖ : ℂ)) = traj k r c t k
  rw [hse, norm_mul, Complex.norm_real, Real.norm_of_nonneg (zero_le_one.trans hs),
    Complex.ofReal_mul]
  field_simp

/-- For a normalised start with `c_k ≠ 0` and factors in `[0, 1]`, if an inactive state `j` has
factor 1 at every step, the active population never exceeds `1 - |c_j|²`. -/
theorem undamped_state_bound {k j : n} {r : ℕ → n → ℝ} {c : n → ℂ} (hc : totalPop c = 1)
    (hk : c k ≠ 0) (hr : ∀ t i, i ≠ k → 0 ≤ r t i ∧ r t i ≤ 1) (hj : j ≠ k)
    (h1 : ∀ t, r t j = 1) (t : ℕ) : ‖traj k r c t k‖ ^ 2 ≤ 1 - ‖c j‖ ^ 2 := by
  have H : ∀ t, traj k r c t j = c j := by
    intro t
    induction t with
    | zero => rfl
    | succ t ih => simp [traj, step, damp, hj, h1, ih]
  have hle : ‖traj k r c t j‖ ^ 2 ≤ inactivePop k (traj k r c t) :=
    Finset.single_le_sum (f := fun i => ‖traj k r c t i‖ ^ 2) (fun i _ => sq_nonneg _)
      (Finset.mem_erase.mpr ⟨hj, Finset.mem_univ j⟩)
  rw [H t] at hle
  linarith [totalPop_split k (traj k r c t), ((traj_invariants hc hk hr).1 t).1]

end

end SurfaceHoppingDecoherence
```

```lean
#print axioms SurfaceHoppingDecoherence.rescale_unique
#print axioms SurfaceHoppingDecoherence.decoherence_collapse_fixed
#print axioms SurfaceHoppingDecoherence.active_amplitude_limit
#print axioms SurfaceHoppingDecoherence.undamped_state_bound
```

```
'SurfaceHoppingDecoherence.rescale_unique' depends on axioms: [propext, Classical.choice, Quot.sound]
'SurfaceHoppingDecoherence.decoherence_collapse_fixed' depends on axioms: [propext, Classical.choice, Quot.sound]
'SurfaceHoppingDecoherence.active_amplitude_limit' depends on axioms: [propext, Classical.choice, Quot.sound]
'SurfaceHoppingDecoherence.undamped_state_bound' depends on axioms: [propext, Classical.choice, Quot.sound]
```

### What the Lean objects mean physically

The finite type `n` labels the electronic states and `c : n → ℂ` holds the amplitudes. `totalPop c` is $P$, `inactivePop k c` is $Q$, `‖c k‖ ^ 2` is $A$, and `rescale k r c` is $\sigma$. In `step` the entry $r_k$ is never used, and the hypotheses constrain only `j ≠ k`. `traj k r c t` is $c(t)$, and `r t` carries it from $t$ to $t+1$, starting at $t = 0$.

`decoherence_collapse` assumes $P = 1$, $c_k \neq 0$, $0 \le q < 1$ and $0 \le r_j(t) \le q$. It concludes that the norm is 1 at every step, that $A(t)$ is non-decreasing (`Monotone`) and tends to 1, and that $c_k(t) \neq 0$ with $\arg c_k(t) = \arg c_k$. `decoherence_collapse_fixed` is your statement with fixed $r_j \in [0,1)$. The hypothesis `hk` matters: at $c_k = 0$ Lean's division by zero makes `rescale` equal to 0, and the active amplitude stays 0.

The factors are given, not derived. When they have the form $r_j = e^{-\Delta t/\tau_j}$, with time step $\Delta t$ and decoherence times $\tau_j$, the bound $q < 1$ says that the $\tau_j$ stay below some $\tau_{\max}$ along the trajectory, with $q = e^{-\Delta t/\tau_{\max}}$. The condition $r_j(t) < 1$ at each step is weaker: for two states with $r_j(t)^2 = 1 - 1/(t+2)^2$ the product telescopes to $1/2$, and half the inactive population survives. A common bound is sufficient for $A(t) \to 1$ but not necessary: with $r_j(t)^2 = 1 - 1/(t+2)$ the factors approach 1, yet the product after $t$ steps is $1/(t+1)$ and the inactive population still tends to 0. These two examples and the reformulation at the end are argued here in words only, with no theorem in the file behind them.

For simulation practice, the result describes the decoherence correction in isolation, with one fixed active state, no hops, no Schrödinger propagation or nonadiabatic coupling between steps, and exact arithmetic; in that setting `deficit_le` bounds how many steps bring $1 - A(t)$ below a chosen tolerance.

### How the lemmas follow the derivation

`totalPop_split` is $P = A + Q$. `inactivePop_step` shows that the inactive population after `step` is $Q'$, and bounds it termwise: `Finset.sum_le_sum` compares the sums and `pow_le_pow_left₀` supplies $r_j^2 \le q^2$.

In `step_spec`, `h1` states $1 \le (1-Q')/A$, `hsq` states $\sigma^2 A = 1 - Q'$, and `hact` identifies this with $A'$. Monotonicity of the square root turns `h1` into $\sigma \ge 1$. `rescale_unique` solves the norm condition for $s^2$ and uses $s > 0$ to take the root.

`traj_invariants` carries three facts through the induction: norm 1, $c_k(t) \neq 0$, and the existence of $s \ge 1$. The new witness is `rescale k (r t) (traj k r c t) * s`, the product $\sigma(t)s(t)$, and `monotone_nat_of_le_succ` extends $A(t) \le A(t+1)$ to all pairs of steps. `deficit_le` does the geometric induction in its `calc` block and then replaces $Q$ by $1 - A$ at steps $0$ and $t$.

`decoherence_collapse` builds the limit of the lower bound as `hlow` and squeezes $A(t)$ between it and the constant 1. The hypothesis `hq0` serves to get $q^2 < 1$; it adds something only for a single state, where `hr` is empty. The phase comes from `Complex.arg_real_mul`, which removes a positive real factor. `decoherence_collapse_fixed` maximises `fun j => if j = k then 0 else r j` over all states, a set that contains `k` and so is never empty. `active_amplitude_limit` takes the square root of the limit, multiplies by $c_k/|c_k|$ and checks that the product equals $c_k(t)$; it is stated for the bound $q$. `undamped_state_bound` proves $c_j(t) = c_j$ by induction and bounds that single term by $Q(t)$.

### The trajectory as a relation between successive states

The file computes $c(t+1)$ from a formula. A version closer to your wording takes an arbitrary sequence $c(t)$ and assumes, for every $t$, that the inactive amplitudes are damped, that $c_k(t+1) = s\,c_k(t)$ for some $s > 0$, and that $P(t+1) = 1$. No square root or division would enter the statement. For $c_k \neq 0$, `rescale_unique` forces each $s$ to be $\sigma(t)$, so the sequence is the same one. The case $c_k = 0$ changes character: then $Q = 1$ and $Q' \le q^2 < 1$, no $s$ restores the norm, and the statement would be vacuous there. The existence of such a sequence would also need its own argument, whereas `traj` defines one and `step_spec` shows that it meets the conditions.
